# Minimal energy of a one-dimensional domain wall with a Dzyaloshinskii-Moriya term

The magnetization rotates in a fixed plane and depends on one coordinate $x$, with $\theta(x)$ its angle from the easy axis. With exchange stiffness $A>0$, anisotropy constant $K>0$ and a real Dzyaloshinskii-Moriya constant $D$, the energy per wall area is written $\int(A\theta'^2+K\sin^2\theta-D\theta')\,dx$. A formal statement has to decide what this integral means. Finite exchange energy makes $\theta'^2$ integrable but not necessarily $|\theta'|$: a tail $\theta=\pi+\sin x/x$ has $\theta'\approx\cos x/x$. The first two terms are therefore required to be Lebesgue integrable on the line, and the full energy is taken as the limit $L\to\infty$ of the integral over $[-L,L]$. The model is local: it has no stray-field energy, no applied field and no rotation out of the plane.

## Definitions

```lean
import Mathlib

open Real Filter Topology MeasureTheory

namespace ChiralDomainWall

noncomputable section

variable {A K α β : ℝ} {θ : ℝ → ℝ}
```

The constants $A$, $K$, two limiting angles $\alpha,\beta$ and a profile $\theta:\mathbb R\to\mathbb R$ are declared once. The angle is a real number and is not reduced modulo $2\pi$, so final angles $\pi$ and $-\pi$ distinguish the two senses of rotation.

```lean
/-- Exchange plus anisotropy energy density `A θ'² + K sin² θ` of an angle profile. -/
def wallDensity (A K : ℝ) (θ : ℝ → ℝ) (x : ℝ) : ℝ :=
  A * deriv θ x ^ 2 + K * sin (θ x) ^ 2
```

`deriv θ x` is $\theta'(x)$, so `wallDensity` is $w(x)=A\theta'(x)^2+K\sin^2\theta(x)$.

```lean
/-- Exchange plus anisotropy energy per wall area, integrated over the whole line. -/
def wallEnergy (A K : ℝ) (θ : ℝ → ℝ) : ℝ := ∫ x, wallDensity A K θ x
```

`wallEnergy` is $W[\theta]=\int_{\mathbb R}w\,dx$.

```lean
/-- A wall: a C¹ profile going from `α` at `-∞` to `β` at `+∞` with integrable density. -/
structure IsWall (A K α β : ℝ) (θ : ℝ → ℝ) : Prop where
  smooth : ContDiff ℝ 1 θ
  left : Tendsto θ atBot (𝓝 α)
  right : Tendsto θ atTop (𝓝 β)
  finite : Integrable (wallDensity A K θ)
```

A wall from $\alpha$ to $\beta$ satisfies four conditions. `ContDiff ℝ 1 θ` says that $\theta$ has a continuous derivative, `Tendsto θ atBot (𝓝 α)` reads $\theta(x)\to\alpha$ as $x\to-\infty$, `atTop` is $x\to+\infty$, and `finite` says that $w$ is integrable. The last condition matters because Lean assigns the value $0$ to the integral of a non-integrable function, which would give an infinite-energy profile the energy zero.

```lean
/-- The energy including the Dzyaloshinskii-Moriya term `-D θ'`, integrated over `[-L, L]`,
tends to `E` as `L → ∞`. -/
def HasChiralEnergy (A K D : ℝ) (θ : ℝ → ℝ) (E : ℝ) : Prop :=
  Tendsto (fun L : ℝ => ∫ x in -L..L, (wallDensity A K θ x - D * deriv θ x)) atTop (𝓝 E)
```

This is a relation between a profile and a number $E$: $\int_{-L}^{L}(w-D\theta')\,dx\to E$. With this sign, $D>0$ favours increasing $\theta$.

```lean
/-- The profile `2 arctan exp(x √(K/A))`. -/
def blochProfile (A K x : ℝ) : ℝ := 2 * arctan (exp (x * √(K / A)))
```

With $k=\sqrt{K/A}$, the inverse of the wall-width parameter $\sqrt{A/K}$, `blochProfile A K` is $\theta_0(x)=2\arctan e^{kx}$. Despite the name, the model leaves the orientation of the rotation plane unspecified.

## The lower bound

```lean
/-- Completing the square in the energy density. -/
theorem complete_square (hA : 0 < A) (hK : 0 < K) (p q : ℝ) :
    A * p ^ 2 + K * q ^ 2 = (√A * p - √K * q) ^ 2 + 2 * √(A * K) * (p * q) := by
  have h1 := Real.sq_sqrt hA.le
  have h2 := Real.sq_sqrt hK.le
  rw [Real.sqrt_mul hA.le]
  linear_combination (-(p ^ 2)) * h1 - q ^ 2 * h2
```

The hypotheses `hA` and `hK` are $A>0$ and $K>0$. Expanding, $(\sqrt A\,p-\sqrt K\,q)^2=Ap^2-2\sqrt{AK}\,pq+Kq^2$, which gives
$$Ap^2+Kq^2=(\sqrt A\,p-\sqrt K\,q)^2+2\sqrt{AK}\,pq$$
for all real $p,q$. The tactic `linear_combination` checks the expansion from $(\sqrt A)^2=A$ and $(\sqrt K)^2=K$.

```lean
/-- For a wall the cross term `2√(AK) θ' sin θ` is integrable, with integral
`2√(AK)(cos α - cos β)`. -/
theorem topological_term (hA : 0 < A) (hK : 0 < K) (h : IsWall A K α β θ) :
    Integrable (fun x => 2 * √(A * K) * (deriv θ x * sin (θ x))) ∧
      ∫ x, 2 * √(A * K) * (deriv θ x * sin (θ x)) = 2 * √(A * K) * (cos α - cos β) := by
  obtain ⟨hd, hc⟩ := contDiff_one_iff_deriv.mp h.smooth
  have hg : Continuous fun x => 2 * √(A * K) * (deriv θ x * sin (θ x)) :=
    continuous_const.mul (hc.mul (Real.continuous_sin.comp hd.continuous))
  -- the cross term is dominated by the energy density
  have hi : Integrable (fun x => 2 * √(A * K) * (deriv θ x * sin (θ x))) := by
    refine h.finite.mono' hg.aestronglyMeasurable (ae_of_all _ fun x => ?_)
    have h1 := complete_square hA hK (deriv θ x) (sin (θ x))
    have h2 := complete_square hA hK (-deriv θ x) (sin (θ x))
    simp only [wallDensity, Real.norm_eq_abs, abs_le]
    constructor <;> nlinarith [sq_nonneg (√A * deriv θ x - √K * sin (θ x)),
      sq_nonneg (√A * -deriv θ x - √K * sin (θ x))]
  -- and it is the derivative of `-2√(AK) cos θ`
  have hF : ∀ x, HasDerivAt (fun x => -(2 * √(A * K)) * cos (θ x))
      (2 * √(A * K) * (deriv θ x * sin (θ x))) x := fun x =>
    ((hd x).hasDerivAt.cos.const_mul (-(2 * √(A * K)))).congr_deriv (by ring)
  have hb : Tendsto (fun x => -(2 * √(A * K)) * cos (θ x)) atBot
      (𝓝 (-(2 * √(A * K)) * cos α)) := ((Real.continuous_cos.tendsto α).comp h.left).const_mul _
  have ht : Tendsto (fun x => -(2 * √(A * K)) * cos (θ x)) atTop
      (𝓝 (-(2 * √(A * K)) * cos β)) := ((Real.continuous_cos.tendsto β).comp h.right).const_mul _
  refine ⟨hi, (integral_of_hasDerivAt_of_tendsto hF hi hb ht).trans ?_⟩
  ring
```

The symbol `∧` joins two claims about $g=2\sqrt{AK}\,\theta'\sin\theta$: it is integrable, and $\int g\,dx=2\sqrt{AK}(\cos\alpha-\cos\beta)$. The identity with $q=\sin\theta$ and $p=\theta'$ gives $g\le w$, and with $p=-\theta'$ it gives $-g\le w$. So $|g|\le w$, and the continuous function $g$ is integrable (`hi`). Further, $g=\frac{d}{dx}\left[-2\sqrt{AK}\cos\theta\right]$ (`hF`), and the bracket tends to $-2\sqrt{AK}\cos\alpha$ and $-2\sqrt{AK}\cos\beta$ at the two ends (`hb`, `ht`). The fundamental theorem of calculus on the line, `integral_of_hasDerivAt_of_tendsto`, gives the difference.

```lean
/-- A wall from `α` to `β` has energy at least `2√(AK)(cos α - cos β)`, with equality exactly
when `√A θ' = √K sin θ` everywhere. -/
theorem wallEnergy_bound (hA : 0 < A) (hK : 0 < K) (h : IsWall A K α β θ) :
    2 * √(A * K) * (cos α - cos β) ≤ wallEnergy A K θ ∧
      (wallEnergy A K θ = 2 * √(A * K) * (cos α - cos β) ↔
        ∀ x, √A * deriv θ x = √K * sin (θ x)) := by
  obtain ⟨hi, hI⟩ := topological_term hA hK h
  obtain ⟨hd, hc⟩ := contDiff_one_iff_deriv.mp h.smooth
  obtain ⟨r, hr⟩ : ∃ r : ℝ → ℝ, ∀ x, r x = √A * deriv θ x - √K * sin (θ x) :=
    ⟨fun x => √A * deriv θ x - √K * sin (θ x), fun _ => rfl⟩
  have h0 : Continuous fun x => √A * deriv θ x - √K * sin (θ x) :=
    (continuous_const.mul hc).sub (continuous_const.mul (Real.continuous_sin.comp hd.continuous))
  have hrc : Continuous fun x => r x ^ 2 := (h0.congr fun x => (hr x).symm).pow 2
  have hsq : (fun x => r x ^ 2) =
      fun x => wallDensity A K θ x - 2 * √(A * K) * (deriv θ x * sin (θ x)) := by
    funext x
    simp only [wallDensity, hr]
    linarith [complete_square hA hK (deriv θ x) (sin (θ x))]
  have hint : Integrable fun x => r x ^ 2 := by rw [hsq]; exact h.finite.sub hi
  -- the excess energy is the integral of a square
  have hE : ∫ x, r x ^ 2 = wallEnergy A K θ - 2 * √(A * K) * (cos α - cos β) := by
    rw [hsq, integral_sub h.finite hi, hI]; rfl
  have hpos : 0 ≤ fun x => r x ^ 2 := fun x => sq_nonneg (r x)
  have hnn : 0 ≤ ∫ x, r x ^ 2 := integral_nonneg hpos
  refine ⟨by linarith, fun heq x => ?_, fun hb => ?_⟩
  · have h1 := (integral_eq_zero_iff_of_nonneg hpos hint).mp (by linarith)
    have h2 : (fun x => r x ^ 2) = 0 :=
      (Continuous.ae_eq_iff_eq volume hrc continuous_zero).mp h1
    have h3 : r x ^ 2 = 0 := congrFun h2 x
    have h4 : r x = 0 := by simpa using h3
    linarith [hr x]
  · have h1 : ∀ x, r x = 0 := fun x => by rw [hr, hb, sub_self]
    have h2 : ∫ x, r x ^ 2 = 0 := by simp [h1]
    linarith
```

For every wall $W[\theta]\ge2\sqrt{AK}(\cos\alpha-\cos\beta)$, with equality if and only if (`↔`) $\sqrt A\,\theta'=\sqrt K\sin\theta$ at every $x$. Set $r=\sqrt A\,\theta'-\sqrt K\sin\theta$. Then $r^2=w-g$ (`hsq`), and integrating gives `hE`:
$$W[\theta]-2\sqrt{AK}(\cos\alpha-\cos\beta)=\int r^2\,dx\ge0 .$$
If $r=0$ everywhere, the right side vanishes. Conversely, a vanishing integral makes $r^2$ zero almost everywhere (`h1`), and continuity makes it zero at every point (`h2`). Since $K>0$, finite energy forces $\sin\alpha=\sin\beta=0$, so the end angles of a wall are multiples of $\pi$. The bound is positive only for $\cos\alpha=1$, $\cos\beta=-1$. From $\pi$ to $0$ it is negative and from $0$ to $2\pi$ it is zero, although every such wall has positive energy, so there it is not the minimum.

## The profile that attains the bound

```lean
/-- The profile solves the first-order equation `θ' = √(K/A) sin θ`. -/
theorem blochProfile_deriv (A K x : ℝ) :
    HasDerivAt (blochProfile A K) (√(K / A) * sin (blochProfile A K x)) x := by
  have h1 : HasDerivAt (fun x => exp (x * √(K / A))) (exp (x * √(K / A)) * √(K / A)) x :=
    (hasDerivAt_mul_const (√(K / A))).exp
  have h2 : HasDerivAt (blochProfile A K) (2 * (1 / (1 + exp (x * √(K / A)) ^ 2) *
      (exp (x * √(K / A)) * √(K / A)))) x := h1.arctan.const_mul 2
  have hw : √(1 + exp (x * √(K / A)) ^ 2) * √(1 + exp (x * √(K / A)) ^ 2) =
      1 + exp (x * √(K / A)) ^ 2 := Real.mul_self_sqrt (by positivity)
  refine h2.congr_deriv ?_
  rw [blochProfile, sin_two_mul, sin_arctan, cos_arctan, mul_assoc (2 : ℝ), div_mul_div_comm, hw]
  ring
```

`HasDerivAt f d x` reads $f'(x)=d$, so the claim is $\theta_0'=k\sin\theta_0$. With $u=e^{kx}$ the chain rule gives $\theta_0'=2ku/(1+u^2)$ (`h2`). The double-angle formula gives
$$\sin(2\arctan u)=2\,\frac{u}{\sqrt{1+u^2}}\,\frac{1}{\sqrt{1+u^2}}=\frac{2u}{1+u^2},$$
which is the chain of rewrites in the last step.

```lean
/-- The profile is a wall from `0` to `π`. -/
theorem blochProfile_isWall (hA : 0 < A) (hK : 0 < K) : IsWall A K 0 π (blochProfile A K) := by
  have hk : 0 < √(K / A) := Real.sqrt_pos.mpr (div_pos hK hA)
  have hder : deriv (blochProfile A K) = fun x => √(K / A) * sin (blochProfile A K x) :=
    funext fun x => (blochProfile_deriv A K x).deriv
  have hd : Differentiable ℝ (blochProfile A K) :=
    fun x => (blochProfile_deriv A K x).differentiableAt
  have hs : Continuous fun x => sin (blochProfile A K x) :=
    Real.continuous_sin.comp hd.continuous
  refine ⟨contDiff_one_iff_deriv.mpr ⟨hd, ?_⟩, ?_, ?_, ?_⟩
  · rw [hder]; exact continuous_const.mul hs
  · have h := ((continuous_arctan.tendsto 0).comp
      (Real.tendsto_exp_atBot.comp (tendsto_id.atBot_mul_const hk))).const_mul 2
    rw [arctan_zero, mul_zero] at h
    exact h
  · have h := ((tendsto_arctan_atTop.mono_right nhdsWithin_le_nhds).comp
      (Real.tendsto_exp_atTop.comp (tendsto_id.atTop_mul_const hk))).const_mul 2
    rw [show 2 * (π / 2) = π by ring] at h
    exact h
  have hk2 : A * √(K / A) ^ 2 = K := by
    rw [Real.sq_sqrt (div_pos hK hA).le]; field_simp
  have hdens : ∀ x, wallDensity A K (blochProfile A K) x =
      2 * K * sin (blochProfile A K x) ^ 2 := fun x => by
    simp only [wallDensity, hder]
    linear_combination sin (blochProfile A K x) ^ 2 * hk2
  have h0 : Continuous fun x => 2 * K * sin (blochProfile A K x) ^ 2 :=
    continuous_const.mul (hs.pow 2)
  have hc : Continuous (wallDensity A K (blochProfile A K)) := h0.congr fun x => (hdens x).symm
  obtain ⟨c, hc0, hck⟩ : ∃ c : ℝ, 0 ≤ c ∧ c * √(K / A) = 2 * K :=
    ⟨2 * K / √(K / A), by positivity, div_mul_cancel₀ _ hk.ne'⟩
  -- the density is the derivative of the bounded function `-c cos θ`
  have hF : ∀ x, HasDerivAt (fun x => -c * cos (blochProfile A K x))
      ‖wallDensity A K (blochProfile A K) x‖ x := fun x => by
    have hn : 0 ≤ 2 * K * sin (blochProfile A K x) ^ 2 := by positivity
    refine ((blochProfile_deriv A K x).cos.const_mul (-c)).congr_deriv ?_
    rw [hdens, Real.norm_of_nonneg hn]
    linear_combination sin (blochProfile A K x) ^ 2 * hck
  refine integrable_of_intervalIntegral_norm_bounded (l := atTop) (a := fun L : ℝ => -L)
    (b := fun L : ℝ => L) (2 * c) (fun L => (hc.intervalIntegrable _ _).1)
    tendsto_neg_atTop_atBot tendsto_id (Eventually.of_forall fun L => ?_)
  refine (intervalIntegral.integral_eq_sub_of_hasDerivAt (fun x _ => hF x)
    (hc.norm.intervalIntegrable _ _)).trans_le ?_
  show -c * cos (blochProfile A K L) - -c * cos (blochProfile A K (-L)) ≤ 2 * c
  nlinarith [mul_le_mul_of_nonneg_left (neg_one_le_cos (blochProfile A K L)) hc0,
    mul_le_mul_of_nonneg_left (cos_le_one (blochProfile A K (-L))) hc0]
```

The four wall conditions are checked in turn. The derivative $k\sin\theta_0$ is continuous. Since $k>0$, $u\to0$ at $-\infty$ and $u\to\infty$ at $+\infty$, so $\theta_0\to0$ and $\theta_0\to2\cdot\pi/2=\pi$. From $Ak^2=K$ the density is $w=2K\sin^2\theta_0\ge0$ (`hdens`). With $c=2K/k$, the derivative of $-c\cos\theta_0$ is $ck\sin^2\theta_0=w$ (`hF`), so
$$\int_{-L}^{L}|w|\,dx=c\cos\theta_0(-L)-c\cos\theta_0(L)\le2c$$
for every $L$, and a bound uniform in $L$ gives integrability on the line.

```lean
/-- The profile has energy `4√(AK)`, and no wall from `0` to `π` has less. -/
theorem wallEnergy_min (hA : 0 < A) (hK : 0 < K) :
    wallEnergy A K (blochProfile A K) = 4 * √(A * K) ∧
      ∀ θ, IsWall A K 0 π θ → 4 * √(A * K) ≤ wallEnergy A K θ := by
  have h4 : 2 * √(A * K) * (cos 0 - cos π) = 4 * √(A * K) := by rw [cos_zero, cos_pi]; ring
  rw [← h4]
  refine ⟨(wallEnergy_bound hA hK (blochProfile_isWall hA hK)).2.mpr fun x => ?_,
    fun θ h => (wallEnergy_bound hA hK h).1⟩
  have ha : √A ≠ 0 := (Real.sqrt_pos.mpr hA).ne'
  rw [(blochProfile_deriv A K x).deriv, Real.sqrt_div hK.le]
  field_simp
```

For $\alpha=0$, $\beta=\pi$ the bound is $2\sqrt{AK}\,(1-(-1))=4\sqrt{AK}$ (`h4`), and every such wall obeys it. The profile has $\sqrt A\,\theta_0'=\sqrt A\,k\sin\theta_0=\sqrt K\sin\theta_0$, the equality condition, so $W[\theta_0]=4\sqrt{AK}$. Uniqueness of the minimiser up to translation is not among the statements.

## The chiral term

```lean
/-- The chiral term shifts the energy of a wall from `α` to `β` by `-D (β - α)`. -/
theorem chiral_shift (D : ℝ) (h : IsWall A K α β θ) :
    HasChiralEnergy A K D θ (wallEnergy A K θ - D * (β - α)) := by
  obtain ⟨hd, hc⟩ := contDiff_one_iff_deriv.mp h.smooth
  have hD : Continuous fun x => D * deriv θ x := continuous_const.mul hc
  have h1 : Tendsto (fun L : ℝ => ∫ x in -L..L, wallDensity A K θ x) atTop
      (𝓝 (wallEnergy A K θ)) :=
    intervalIntegral_tendsto_integral h.finite tendsto_neg_atTop_atBot tendsto_id
  have h2 : Tendsto (fun L : ℝ => D * (θ L - θ (-L))) atTop (𝓝 (D * (β - α))) :=
    (h.right.sub (h.left.comp tendsto_neg_atTop_atBot)).const_mul D
  have key : ∀ L : ℝ, (∫ x in -L..L, wallDensity A K θ x) - D * (θ L - θ (-L)) =
      ∫ x in -L..L, (wallDensity A K θ x - D * deriv θ x) := fun L => by
    rw [intervalIntegral.integral_sub h.finite.intervalIntegrable (hD.intervalIntegrable _ _),
      intervalIntegral.integral_const_mul,
      intervalIntegral.integral_deriv_eq_sub (fun x _ => hd x) (hc.intervalIntegrable _ _)]
  exact (h1.sub h2).congr key
```

Every wall has a chiral energy, equal to $W[\theta]-D(\beta-\alpha)$, and no sign of $A$, $K$ or $D$ is assumed. On a finite interval (`key`),
$$\int_{-L}^{L}(w-D\theta')\,dx=\int_{-L}^{L}w\,dx-D\,[\theta(L)-\theta(-L)] .$$
The first term tends to $W[\theta]$ because $w$ is integrable (`h1`), and the second bracket tends to $\beta-\alpha$ (`h2`). The chiral term depends only on the end angles, so among walls with given ends it shifts all energies equally.

```lean
/-- With the term `-D θ'` the least energy of walls from `0` to `π` is `4√(AK) - πD`, and the
profile has this energy. -/
theorem chiral_wall_min (hA : 0 < A) (hK : 0 < K) (D : ℝ) :
    HasChiralEnergy A K D (blochProfile A K) (4 * √(A * K) - π * D) ∧
      IsLeast {E | ∃ θ, IsWall A K 0 π θ ∧ HasChiralEnergy A K D θ E}
        (4 * √(A * K) - π * D) := by
  have h := chiral_shift D (blochProfile_isWall hA hK)
  rw [(wallEnergy_min hA hK).1, sub_zero, mul_comm D] at h
  refine ⟨h, ⟨_, blochProfile_isWall hA hK, h⟩, ?_⟩
  rintro E ⟨θ, hw, hE⟩
  have h1 := tendsto_nhds_unique hE (chiral_shift D hw)
  linarith [(wallEnergy_min hA hK).2 θ hw]
```

`IsLeast S a` says that $a$ belongs to the set $S$ and that no element of $S$ is smaller. Here $S$ is the set of chiral energies of walls from $0$ to $\pi$, and $a=4\sqrt{AK}-\pi D$ for any real $D$; the first claim adds that $\theta_0$ has this energy. The shift applied to $\theta_0$ gives membership. For another wall with chiral energy $E$, uniqueness of limits (`tendsto_nhds_unique`) gives $E=W[\theta]-\pi D$, and $W[\theta]\ge4\sqrt{AK}$ finishes the argument.

```lean
/-- For the opposite sense of rotation, from `0` to `-π`, the least energy is `4√(AK) + πD`. -/
theorem opposite_wall_min (hA : 0 < A) (hK : 0 < K) (D : ℝ) :
    IsLeast {E | ∃ θ, IsWall A K 0 (-π) θ ∧ HasChiralEnergy A K D θ E}
      (4 * √(A * K) + π * D) := by
  have hP := blochProfile_isWall hA hK
  have hdens : wallDensity A K (fun x => -blochProfile A K x) =
      wallDensity A K (blochProfile A K) := by
    funext x
    simp only [wallDensity]
    rw [(blochProfile_deriv A K x).fun_neg.deriv, (blochProfile_deriv A K x).deriv, sin_neg]
    ring
  have hl := hP.left.neg
  rw [neg_zero] at hl
  have hN : IsWall A K 0 (-π) fun x => -blochProfile A K x :=
    ⟨hP.smooth.neg, hl, hP.right.neg, by rw [hdens]; exact hP.finite⟩
  have hE : wallEnergy A K (fun x => -blochProfile A K x) = 4 * √(A * K) := by
    rw [← (wallEnergy_min hA hK).1]; simp only [wallEnergy, hdens]
  have h := chiral_shift D hN
  rw [hE, show 4 * √(A * K) - D * (-π - 0) = 4 * √(A * K) + π * D by ring] at h
  refine ⟨⟨_, hN, h⟩, ?_⟩
  rintro E ⟨θ, hw, hθ⟩
  have h1 := tendsto_nhds_unique hθ (chiral_shift D hw)
  have h2 := (wallEnergy_bound hA hK hw).1
  rw [cos_neg, cos_zero, cos_pi] at h2
  linarith
```

For walls from $0$ to $-\pi$ the least chiral energy is $4\sqrt{AK}+\pi D$. The reflected profile $-\theta_0$ has the same density, since $\theta'$ and $\sin\theta$ enter squared (`hdens`), and it runs from $0$ to $-\pi$. Its shift is $-D(-\pi-0)=+\pi D$. The lower bound is again $4\sqrt{AK}$ before the shift, because $\cos(-\pi)=-1$.

```lean
/-- A wall from `0` to `π` with negative energy exists exactly when `D > 4√(AK)/π`. -/
theorem negative_wall_iff (hA : 0 < A) (hK : 0 < K) (D : ℝ) :
    (∃ θ E, IsWall A K 0 π θ ∧ HasChiralEnergy A K D θ E ∧ E < 0) ↔ 4 * √(A * K) / π < D := by
  obtain ⟨h1, h2⟩ := chiral_wall_min hA hK D
  rw [div_lt_iff₀ pi_pos]
  constructor
  · rintro ⟨θ, E, hw, hE, h0⟩
    have h3 : 4 * √(A * K) - π * D ≤ E := h2.2 ⟨θ, hw, hE⟩
    linarith
  · exact fun h => ⟨_, _, blochProfile_isWall hA hK, h1, by linarith⟩

end

end ChiralDomainWall
```

A wall from $0$ to $\pi$ with negative chiral energy exists exactly when $D>D_c$, where $D_c=4\sqrt{AK}/\pi$. If some wall has $E<0$, then $4\sqrt{AK}-\pi D\le E<0$, which is $D>D_c$ after dividing by $\pi$. If $D>D_c$, the profile $\theta_0$ itself has negative energy. The uniform state $\theta=0$ has energy zero, so $D_c$ marks where a single wall of this sense falls below it; multi-wall and spiral states are not treated. Within this one-dimensional, planar model without stray field, $4\sqrt{AK}\mp\pi D$ and $D_c$ are exact values against which a micromagnetic computation of the same energy can be compared, provided that it keeps the magnetization in the plane and holds the end angles fixed.

```lean
#print axioms ChiralDomainWall.wallEnergy_min
#print axioms ChiralDomainWall.opposite_wall_min
#print axioms ChiralDomainWall.negative_wall_iff
```

```
'ChiralDomainWall.wallEnergy_min' depends on axioms: [propext, Classical.choice, Quot.sound]
'ChiralDomainWall.opposite_wall_min' depends on axioms: [propext, Classical.choice, Quot.sound]
'ChiralDomainWall.negative_wall_iff' depends on axioms: [propext, Classical.choice, Quot.sound]
```

## Numbers, a limit and a counter-example

The examples below are worked on paper and were not passed through Lean.

Take $A=1$, $K=4$ in consistent units, so $k=2$ and $\sqrt{AK}=2$. Then $\sin\theta_0=2u/(1+u^2)=\operatorname{sech}2x$ and $w=8\operatorname{sech}^2 2x$, whose integral is $4\tanh2x$ between $-\infty$ and $\infty$, namely $8=4\sqrt{AK}$. The threshold is $D_c=8/\pi\approx2.55$. For $D=1$ the two senses of rotation cost $8-\pi\approx4.86$ and $8+\pi\approx11.14$. For $D=3$ the wall from $0$ to $\pi$ has $8-3\pi\approx-1.42$.

At $D=0$ both senses have least energy $4\sqrt{AK}$. At $D=D_c$ the least energy from $0$ to $\pi$ is exactly zero, in agreement with the strict inequality in `negative_wall_iff`.

Without the field `smooth` the bound fails. The step $\theta=0$ for $x<0$, $\theta=\pi$ for $x\ge0$ has limits $0$ and $\pi$, has $\sin\theta=0$ everywhere, and has $\theta'=0$ away from the single point $x=0$. Its density is integrable with integral $0<4\sqrt{AK}$. The step that breaks is the fundamental theorem of calculus for $\cos\theta$, which jumps by $-2$ while $\theta'\sin\theta$ integrates to zero. The step is not a physical wall of zero energy: spreading the jump over a width $\varepsilon$ costs an exchange energy of at least $A\pi^2/\varepsilon$, which diverges as $\varepsilon\to0$ and which the pointwise derivative of the step misses.
